# The formal series in an operator W built from a product of real power series is the product of their separate series

A real formal power series with coefficients aₖ is turned into an operator series ∑ aₖ λᵏ Wᵏ, where λ counts orders in the operator W. The theorem `operatorSeries_mul` states that the operator series of a product `f * g` is the product of the operator series of `f` and `g`. Here W is any element of a real associative algebra with unit; the series are formal, so no convergence is required, and W need not be Hermitian or anti-Hermitian. The attempt compares the coefficients of λⁿ on both sides, each a sum over pairs of orders adding up to n, and tries to match the sums term by term.

An attempt in Lean 4 with a fault in it:

```lean
import Mathlib

open PowerSeries

namespace DouglasKrollParametrization

noncomputable section

section Operators

variable {A : Type*} [Ring A] [Algebra ℝ A]

/-- The formal operator series `∑ aₖ λᵏ Wᵏ` in an order-counting parameter `λ`. -/
def operatorSeries (f : PowerSeries ℝ) (W : A) : PowerSeries A :=
  PowerSeries.mk fun k => coeff k f • W ^ k

/-- The operator series of a product is the product of the operator series. -/
theorem operatorSeries_mul (f g : PowerSeries ℝ) (W : A) :
    operatorSeries (f * g) W = operatorSeries f W * operatorSeries g W := by
  ext n
  simp only [operatorSeries, coeff_mk, coeff_mul, Finset.sum_smul]
  refine Finset.sum_congr rfl fun p hp => ?_
  rw [smul_mul_smul_comm, ← pow_add, Finset.mem_antidiagonal.mp hp]

end Operators

end

end DouglasKrollParametrization
```

The compiler's answer:

```
Main.lean:23:37: error: Invalid rewrite argument: Expected an equality or iff proof or definition name, but
  Finset.mem_antidiagonal.mp ?m.74
is a proof of
  ?m.71.1 ∈ ?m.66 ∧ ?m.71.2 ∈ ?m.67 ∧ ?m.71.1 + ?m.71.2 = ?m.70
```

The error concerns the last step of the final `rw`. Once `smul_mul_smul_comm` has gathered the scalars and `← pow_add` has combined the powers of W, the exponent `p.1 + p.2` must be replaced by `n`. That takes a proof of `p.1 + p.2 = n`.

The message shows that `Finset.mem_antidiagonal.mp` gives something else here: a conjunction of three statements, namely that the first component lies in one set, that the second lies in another, and that the two add up to a given value. An equation is there, but only as the last part of the conjunction, and `rw` does not take it out. It accepts an equality or an equivalence, not a conjunction, and so rejects the term.

The repair first proves the equation on its own, as `hpn : p.1 + p.2 = n`. There `simpa using hp` simplifies the membership hypothesis `hp` to the required sum condition, without naming the unsuitable lemma. The final `rw` then uses `hpn`, which is an equality, and the two sides agree.

Lean accepts the file once it reads:

```diff
@@ -21,5 +21,6 @@
   simp only [operatorSeries, coeff_mk, coeff_mul, Finset.sum_smul]
   refine Finset.sum_congr rfl fun p hp => ?_
-  rw [smul_mul_smul_comm, ← pow_add, Finset.mem_antidiagonal.mp hp]
+  have hpn : p.1 + p.2 = n := by simpa using hp
+  rw [smul_mul_smul_comm, ← pow_add, hpn]
 
 end Operators
```
